# A new phase within the old composition range lowers the mixture energy somewhere exactly when it lies below the old lowest energy at its own composition

Take a binary system with two phases, the pure end members. Composition is the fraction of the second component, so the end members sit at 0 and 1; their energies per atom are \(a\) and \(b\). Now add a compound at composition \(y\), with \(0\le y\le 1\) and energy \(F\) per atom.

The energy of a mixture is taken to be the average of the energies of its phases, weighted by their fractions of the atoms, with no interface energy. Suppose some mixture contains a fraction \(t\) of the compound. Replace that portion by end members in the proportions \(1-y\) and \(y\). The overall composition is unchanged, and the energy changes by

\[
t\,\bigl[(1-y)a+yb-F\bigr].
\]

If \(F\ge(1-y)a+yb\), this change is never positive, so every mixture containing the compound can be matched or beaten by one without it. If \(F<(1-y)a+yb\), the pure compound already lowers the energy at \(y\). The sign of the formation energy \(F-[(1-y)a+yb]\) therefore settles whether the compound lowers the energy anywhere. The same replacement works for any finite list of phases and any number of components, provided that the old phases can be mixed to give the composition of the new one.

## Replacing the new phase by old ones

Let the old phases be labelled by a finite set of indices \(i\), with compositions \(x_i\) in a real vector space such as \(\mathbb R^d\) and energies \(E_i\). A mixture of composition \(c\) is a set of phase fractions \(w_i\) with

\[
w_i\ge 0,\qquad \sum_i w_i=1,\qquad \sum_i w_i x_i=c .
\]

Its energy is \(\sum_i w_iE_i\), and \(H(c)\) denotes the infimum of these energies. A composition is reachable if at least one mixture realises it, which means that it lies in the convex hull of the \(x_i\). The energies at a reachable \(c\) are bounded below: since \(0\le w_i\le1\), each term satisfies \(w_iE_i\ge-|E_i|\).

Add a phase \((y,F)\) with \(y\) reachable, and let \(H'\) be the lowest mixture energy of the enlarged list. The claim is that \(H'(c)<H(c)\) for some reachable \(c\) if and only if \(F<H(y)\).

Two inequalities are immediate. The pure new phase is a mixture at \(y\), so \(H'(y)\le F\). Every old mixture is still available with none of the new phase, so \(H'(c)\le H(c)\) at reachable \(c\).

For a bound in the other direction, take any mixture of the enlarged list at a reachable \(c\), with fractions \(u_i\) of the old phases and \(t\) of the new one. Its energy is \(e=\sum_i u_iE_i+tF\). Given \(\varepsilon>0\), choose an old mixture \(v\) at \(y\) with \(\sum_i v_iE_i<H(y)+\varepsilon\), and set \(w_i=u_i+t v_i\). These fractions are nonnegative, and

\[
\sum_i w_i=\sum_i u_i+t=1,\qquad
\sum_i w_ix_i=\sum_i u_ix_i+ty=c .
\]

So \(w\) is an old mixture at \(c\). With \(M=\max(H(y)-F,0)\),

\[
H(c)\le\sum_i w_iE_i
=e+t\Bigl(\sum_i v_iE_i-F\Bigr)
\le e+t(M+\varepsilon)\le e+M+\varepsilon ,
\]

where the last step uses \(0\le t\le1\). Letting \(\varepsilon\to0\) and taking the infimum over \(e\) gives

\[
H(c)-H'(c)\le\max(H(y)-F,\,0).
\]

If \(F\ge H(y)\), the right side is zero and no reachable composition gains. If \(F<H(y)\), then \(H'(y)\le F<H(y)\), and \(y\) itself gains. This proves the claim.

The bound also locates the largest gain. Both \(H(y)-F\) and \(0\) are at most \(H(y)-H'(y)\), by the two immediate inequalities, so

\[
H(c)-H'(c)\le H(y)-H'(y)
\]

at every reachable \(c\).

In computed phase diagrams, a candidate structure whose composition lies within the range of the existing entries can thus be screened by one comparison at its own composition, provided that the competitors are a finite list of phases with fixed compositions and energies and that interfaces cost nothing.

## Phases, fractions and the lowest energy in Lean

The type `ι` labels the old phases and is finite. Compositions live in `V`, an arbitrary real vector space; neither a dimension nor a topology is needed.

```lean
import Mathlib

open Finset

namespace InsertingNewPhase

noncomputable section

variable {ι V : Type*} [Fintype ι] [AddCommGroup V] [Module ℝ V]
```

`IsMixture x w c` collects the three conditions on the phase fractions. Energies and compositions must refer to the same amount of material, for instance one atom, so that both average with the same weights.

```lean
/-- The phase fractions `w` are nonnegative, sum to one and give the mean composition `c`. -/
def IsMixture (x : ι → V) (w : ι → ℝ) (c : V) : Prop :=
  (∀ i, 0 ≤ w i) ∧ ∑ i, w i = 1 ∧ ∑ i, w i • x i = c
```

The set of attainable energies comes next, followed by its infimum, which is \(H(c)\).

```lean
/-- The energies of all phase mixtures with mean composition `c`. -/
def mixtureEnergies (x : ι → V) (E : ι → ℝ) (c : V) : Set ℝ :=
  {e | ∃ w, IsMixture x w c ∧ ∑ i, w i * E i = e}

/-- The lowest mixture energy at composition `c`, as an infimum over mixtures. -/
def hullEnergy (x : ι → V) (E : ι → ℝ) (c : V) : ℝ :=
  sInf (mixtureEnergies x E c)
```

Lean assigns the value 0 to the infimum of an empty set, so `hullEnergy` has physical meaning only at reachable compositions, and the theorems comparing old and new energies are restricted to these.

The enlarged list is indexed by `Option ι`: `none` is the new phase and `some i` is the old phase `i`. The same function `addPhase` extends compositions, energies and fractions.

```lean
/-- A list of phase data `f` enlarged by the datum `a` of one new phase. -/
def addPhase {κ α : Type*} (f : κ → α) (a : α) : Option κ → α
  | none => a
  | some i => f i
```

## Reachable compositions and the two immediate inequalities

The first theorem identifies the convex hull with the compositions that mixtures realise. In the forward direction, the realisable compositions form a convex set, because averaging two mixtures gives a mixture, and this set contains each \(x_i\) as a pure phase. The hull is the smallest such set. In the reverse direction, a mixture is a convex combination of points of the hull.

```lean
/-- A composition lies in the convex hull of the phase compositions exactly when some
mixture of the phases realises it. -/
theorem mem_convexHull_iff_mixture (x : ι → V) (c : V) :
    c ∈ convexHull ℝ (Set.range x) ↔ ∃ w, IsMixture x w c := by
  classical
  constructor
  · intro hc
    have hconv : Convex ℝ {c : V | ∃ w, IsMixture x w c} := by
      rintro p ⟨u, hu0, hu1, hu2⟩ q ⟨v, hv0, hv1, hv2⟩ a b ha hb hab
      refine ⟨fun i => a * u i + b * v i, fun i => ?_, ?_, ?_⟩
      · exact add_nonneg (mul_nonneg ha (hu0 i)) (mul_nonneg hb (hv0 i))
      · rw [Finset.sum_add_distrib, ← Finset.mul_sum, ← Finset.mul_sum, hu1, hv1]
        linarith
      · simp only [add_smul, mul_smul, Finset.sum_add_distrib, ← Finset.smul_sum]
        rw [hu2, hv2]
    refine convexHull_min ?_ hconv hc
    rintro _ ⟨i, rfl⟩
    refine ⟨fun j => if j = i then 1 else 0, fun j => ?_, ?_, ?_⟩
    · dsimp only
      split_ifs <;> norm_num
    · simp
    · simp [ite_smul]
  · rintro ⟨w, h0, h1, rfl⟩
    exact (convex_convexHull ℝ (Set.range x)).sum_mem (fun i _ => h0 i) h1
      (fun i _ => subset_convexHull ℝ _ (Set.mem_range_self i))
```

Any particular mixture bounds \(H\) from above. The proof supplies the lower bound \(-\sum_i|E_i|\), which the infimum needs, by the termwise estimate given above.

```lean
/-- The lowest mixture energy is at most the energy of any mixture of that composition. -/
theorem hullEnergy_le {x : ι → V} {w : ι → ℝ} {c : V} (E : ι → ℝ)
    (h : IsMixture x w c) : hullEnergy x E c ≤ ∑ i, w i * E i := by
  refine csInf_le ⟨∑ i, -|E i|, ?_⟩ ⟨w, h, rfl⟩
  -- fractions lie between 0 and 1, so mixture energies are bounded below
  rintro _ ⟨u, ⟨h0, h1, _⟩, rfl⟩
  refine Finset.sum_le_sum fun i _ => ?_
  have hi : u i ≤ 1 := by
    rw [← h1]
    exact Finset.single_le_sum (fun j _ => h0 j) (Finset.mem_univ i)
  have hE : 0 ≤ E i + |E i| := by linarith [neg_abs_le (E i)]
  nlinarith [mul_nonneg (h0 i) hE, mul_nonneg (sub_nonneg.2 hi) (abs_nonneg (E i))]
```

Applying this to the pure new phase, with fraction 1 on `none` and 0 elsewhere, gives \(H'(y)\le F\). No assumption on \(y\) is needed here.

```lean
/-- At its own composition, the new phase bounds the new lowest mixture energy from above. -/
theorem hullEnergy_addPhase_self_le (x : ι → V) (E : ι → ℝ) (y : V) (F : ℝ) :
    hullEnergy (addPhase x y) (addPhase E F) y ≤ F := by
  have h : IsMixture (addPhase x y) (addPhase (fun _ : ι => (0 : ℝ)) 1) y := by
    refine ⟨?_, ?_, ?_⟩
    · rintro (_ | i) <;> simp [addPhase]
    · simp [Fintype.sum_option, addPhase]
    · simp [Fintype.sum_option, addPhase]
  simpa [Fintype.sum_option, addPhase] using hullEnergy_le (addPhase E F) h
```

Extending an old mixture by a zero fraction of the new phase gives \(H'(c)\le H(c)\). `le_csInf` reduces the claim to a comparison with each old mixture separately.

```lean
/-- Adding a phase never raises the lowest mixture energy at a composition that the old
phases can reach. -/
theorem hullEnergy_addPhase_le (x : ι → V) (E : ι → ℝ) (y : V) (F : ℝ) {c : V}
    (hc : c ∈ convexHull ℝ (Set.range x)) :
    hullEnergy (addPhase x y) (addPhase E F) c ≤ hullEnergy x E c := by
  obtain ⟨w₀, hw₀⟩ := (mem_convexHull_iff_mixture x c).1 hc
  refine le_csInf ⟨_, w₀, hw₀, rfl⟩ ?_
  rintro _ ⟨w, ⟨h0, h1, h2⟩, rfl⟩
  -- an old mixture is a new mixture with none of the new phase
  have h : IsMixture (addPhase x y) (addPhase w 0) c := by
    refine ⟨?_, ?_, ?_⟩
    · rintro (_ | i)
      · simp [addPhase]
      · exact h0 i
    · simpa [Fintype.sum_option, addPhase] using h1
    · simpa [Fintype.sum_option, addPhase] using h2
  simpa [Fintype.sum_option, addPhase] using hullEnergy_le (addPhase E F) h
```

## The bound on the energy drop

This theorem carries out the replacement. After `sub_le_comm`, the goal reads \(H(c)-M\le H'(c)\), and `le_csInf` turns it into a statement about one enlarged mixture `u`, whose new-phase fraction \(t\) is `u none`. The nearly optimal old mixture `v` comes from `exists_lt_of_csInf_lt`, and `hmix` checks that \(u_i+t v_i\) is an old mixture at \(c\). The inequalities `k1` and `k2` are the last two estimates in the displayed chain, and `linarith` combines them.

```lean
/-- Suppose the old phases can reach the composition `y` of the new phase. Then at every composition
they can reach, the new phase lowers the lowest mixture energy by at most the amount by which `F`
lies below the old value at `y`, and by nothing if it does not. -/
theorem energy_drop_le (x : ι → V) (E : ι → ℝ) {y : V} (F : ℝ) {c : V}
    (hy : y ∈ convexHull ℝ (Set.range x)) (hc : c ∈ convexHull ℝ (Set.range x)) :
    hullEnergy x E c - hullEnergy (addPhase x y) (addPhase E F) c
      ≤ max (hullEnergy x E y - F) 0 := by
  obtain ⟨v₀, hv₀⟩ := (mem_convexHull_iff_mixture x y).1 hy
  obtain ⟨w₀, h0, h1, h2⟩ := (mem_convexHull_iff_mixture x c).1 hc
  have hne : (mixtureEnergies (addPhase x y) (addPhase E F) c).Nonempty := by
    refine ⟨_, addPhase w₀ 0, ⟨?_, ?_, ?_⟩, rfl⟩
    · rintro (_ | i)
      · simp [addPhase]
      · exact h0 i
    · simpa [Fintype.sum_option, addPhase] using h1
    · simpa [Fintype.sum_option, addPhase] using h2
  rw [sub_le_comm]
  refine le_csInf hne ?_
  rintro _ ⟨u, ⟨hu0, hu1, hu2⟩, rfl⟩
  rw [Fintype.sum_option] at hu1 hu2 ⊢
  simp only [addPhase] at hu2 ⊢
  refine le_of_forall_pos_le_add fun ε hε => ?_
  -- a nearly optimal old mixture at `y` replaces the new phase
  obtain ⟨_, ⟨v, ⟨hv0, hv1, hv2⟩, rfl⟩, hlt⟩ :=
    exists_lt_of_csInf_lt (s := mixtureEnergies x E y) ⟨_, v₀, hv₀, rfl⟩
      (show sInf (mixtureEnergies x E y) < hullEnergy x E y + ε from
        lt_add_of_pos_right _ hε)
  have hmix : IsMixture x (fun i => u (some i) + u none * v i) c := by
    refine ⟨fun i => add_nonneg (hu0 _) (mul_nonneg (hu0 _) (hv0 i)), ?_, ?_⟩
    · rw [Finset.sum_add_distrib, ← Finset.mul_sum, hv1]
      linarith
    · simp only [add_smul, mul_smul, Finset.sum_add_distrib, ← Finset.smul_sum]
      rw [hv2, add_comm]
      exact hu2
  have hle := hullEnergy_le E hmix
  simp only [add_mul, mul_assoc, Finset.sum_add_distrib, ← Finset.mul_sum] at hle
  have ht : u none ≤ 1 := by
    have := Finset.sum_nonneg (fun i (_ : i ∈ (Finset.univ : Finset ι)) => hu0 (some i))
    linarith
  have hM := le_max_left (hullEnergy x E y - F) 0
  have hM0 := le_max_right (hullEnergy x E y - F) 0
  set M := max (hullEnergy x E y - F) 0
  have k1 : u none * (∑ i, v i * E i - F) ≤ u none * (M + ε) :=
    mul_le_mul_of_nonneg_left (by linarith) (hu0 none)
  have k2 : u none * (M + ε) ≤ 1 * (M + ε) :=
    mul_le_mul_of_nonneg_right ht (by linarith)
  linarith [mul_sub (u none) (∑ i, v i * E i) F]
```

## The criterion and the place of the largest drop

The main theorem assumes that `y` lies in the convex hull of the old compositions. Physically, some mixture of old phases has the same overall composition as the new phase, whether or not decomposing into it would lower the energy. A phase that extends the composition range is not covered. The inequality is strict on both sides: a phase with \(F=H(y)\) leaves the lowest energy unchanged at all reachable compositions.

The forward direction argues by contradiction, since \(F\ge H(y)\) makes the maximum in the drop bound zero. The reverse direction uses \(y\) as the composition that gains.

```lean
/-- A new phase `(y, F)`, with `y` in the convex hull of the old compositions, lowers the
lowest mixture energy at some reachable composition if and only if `F` is strictly below
the old lowest mixture energy at `y`. -/
theorem new_phase_lowers_iff (x : ι → V) (E : ι → ℝ) {y : V} (F : ℝ)
    (hy : y ∈ convexHull ℝ (Set.range x)) :
    (∃ c ∈ convexHull ℝ (Set.range x),
      hullEnergy (addPhase x y) (addPhase E F) c < hullEnergy x E c)
      ↔ F < hullEnergy x E y := by
  constructor
  · rintro ⟨c, hc, hlt⟩
    by_contra hF
    have h := energy_drop_le x E F hy hc
    rw [max_eq_right (by linarith [not_lt.1 hF])] at h
    linarith
  · intro hF
    exact ⟨y, hy, (hullEnergy_addPhase_self_le x E y F).trans_lt hF⟩
```

The next theorem compares the drop at \(c\) with the drop at \(y\). `max_le` splits the maximum into its two entries, and each is handled by one of the immediate inequalities.

```lean
/-- If the old phases can reach the composition `y` of the new phase, then the lowering of the
lowest mixture energy at any composition they can reach is at most the lowering at `y`. -/
theorem energy_drop_le_drop_at_new_phase (x : ι → V) (E : ι → ℝ) {y : V} (F : ℝ) {c : V}
    (hy : y ∈ convexHull ℝ (Set.range x)) (hc : c ∈ convexHull ℝ (Set.range x)) :
    hullEnergy x E c - hullEnergy (addPhase x y) (addPhase E F) c
      ≤ hullEnergy x E y - hullEnergy (addPhase x y) (addPhase E F) y := by
  refine (energy_drop_le x E F hy hc).trans (max_le ?_ ?_)
  · linarith [hullEnergy_addPhase_self_le x E y F]
  · linarith [hullEnergy_addPhase_le x E y F hy]
```

## Two end members and the formation energy

The last theorem returns to the opening example. The vectors `![0, 1]` and `![a, b]` hold the compositions and energies of the end members, indexed by 0 and 1. The lever rule `hlever` shows that the composition fixes both fractions, \(w_0=1-c\) and \(w_1=c\). Hence the reachable compositions form the interval \([0,1]\) (`hhull`), and only one old mixture exists at \(y\), which gives \(H(y)=(1-y)a+yb\) (`hH`). Substituting both into the general criterion yields the sign condition on the formation energy.

The condition refers to the end members because they are the only old phases. If other old compounds bring \(H(y)\) below \((1-y)a+yb\), a negative formation energy no longer suffices, and \(F\) has to be compared with \(H(y)\) itself.

```lean
/-- In a binary system whose only old phases are the end members with energies `a` and `b`,
a compound at `y` lowers the lowest mixture energy somewhere if and only if its formation
energy relative to the end members is negative. -/
theorem binary_compound_lowers_iff (a b F : ℝ) {y : ℝ} (hy : y ∈ Set.Icc (0 : ℝ) 1) :
    (∃ c ∈ Set.Icc (0 : ℝ) 1,
      hullEnergy (addPhase ![(0 : ℝ), 1] y) (addPhase ![a, b] F) c
        < hullEnergy ![(0 : ℝ), 1] ![a, b] c)
      ↔ F - ((1 - y) * a + y * b) < 0 := by
  have hmix : ∀ c ∈ Set.Icc (0 : ℝ) 1, IsMixture ![(0 : ℝ), 1] ![1 - c, c] c := by
    intro c hc
    refine ⟨Fin.forall_fin_two.2 ⟨?_, ?_⟩, ?_, ?_⟩
    · simpa using hc.2
    · simpa using hc.1
    · simp [Fin.sum_univ_two]
    · simp [Fin.sum_univ_two]
  -- the lever rule: the composition fixes both fractions
  have hlever : ∀ (w : Fin 2 → ℝ) (c : ℝ), IsMixture ![(0 : ℝ), 1] w c →
      0 ≤ w 0 ∧ 0 ≤ w 1 ∧ w 0 = 1 - c ∧ w 1 = c := by
    rintro w c ⟨h0, h1, h2⟩
    rw [Fin.sum_univ_two] at h1 h2
    have h3 : w 1 = c := by simpa using h2
    exact ⟨h0 0, h0 1, by linarith, h3⟩
  have hhull : convexHull ℝ (Set.range ![(0 : ℝ), 1]) = Set.Icc (0 : ℝ) 1 := by
    ext c
    rw [mem_convexHull_iff_mixture]
    constructor
    · rintro ⟨w, hw⟩
      obtain ⟨p, q, r, s⟩ := hlever w c hw
      exact ⟨by linarith, by linarith⟩
    · exact fun hc => ⟨_, hmix c hc⟩
  have hH : hullEnergy ![(0 : ℝ), 1] ![a, b] y = (1 - y) * a + y * b := by
    apply le_antisymm
    · simpa [Fin.sum_univ_two] using hullEnergy_le ![a, b] (hmix y hy)
    · refine le_csInf ⟨_, _, hmix y hy, rfl⟩ ?_
      rintro _ ⟨w, hw, rfl⟩
      obtain ⟨_, _, r, s⟩ := hlever w y hw
      simp [Fin.sum_univ_two, r, s]
  have h := new_phase_lowers_iff ![(0 : ℝ), 1] ![a, b] F (hhull.symm ▸ hy)
  rw [hhull, hH] at h
  rw [h, sub_neg]

end

end InsertingNewPhase
```

```lean
#print axioms InsertingNewPhase.new_phase_lowers_iff
-- 'InsertingNewPhase.new_phase_lowers_iff' depends on axioms: [propext, Classical.choice, Quot.sound]
#print axioms InsertingNewPhase.energy_drop_le_drop_at_new_phase
-- 'InsertingNewPhase.energy_drop_le_drop_at_new_phase' depends on axioms: [propext, Classical.choice, Quot.sound]
#print axioms InsertingNewPhase.binary_compound_lowers_iff
-- 'InsertingNewPhase.binary_compound_lowers_iff' depends on axioms: [propext, Classical.choice, Quot.sound]
```
